# The Sign of an Orbital Placed First in an Ordered Slater Determinant

Take two orbitals \(b_0, b_1\) and two particles at \(x_0, x_1\). Suppose \(b_0\) is occupied and \(b_1\) is added by writing it in the first column. The determinant is

\[
\det\begin{pmatrix} b_1(x_0) & b_0(x_0)\\ b_1(x_1) & b_0(x_1)\end{pmatrix}
= b_1(x_0)b_0(x_1)-b_0(x_0)b_1(x_1)
= -\det\begin{pmatrix} b_0(x_0) & b_1(x_0)\\ b_0(x_1) & b_1(x_1)\end{pmatrix}.
\]

The new orbital had to pass one occupied orbital to reach its place in the increasing order, and this cost one factor \(-1\). If \(b_1\) is occupied and \(b_0\) is added in front, the columns are already in order and the sign is \(+1\).

## Counting the occupied orbitals below \(p\)

Let \(b_0,\dots,b_{M-1}\) be orbitals. For a list of orbitals \(\varphi_0,\dots,\varphi_{N-1}\) and coordinates \(x=(x_0,\dots,x_{N-1})\), write \(D[\varphi_0,\dots,\varphi_{N-1}](x)=\det(\varphi_j(x_i))\), with particles labelling rows and orbitals labelling columns. For a set \(S\) of labels \(s_0<\dots<s_{N-1}\), write \(D_S=D[b_{s_0},\dots,b_{s_{N-1}}]\). Let \(p\notin S\), and let \(n\) be the number of elements of \(S\) below \(p\). The claim is

\[
D[b_p,b_{s_0},\dots,b_{s_{N-1}}]=(-1)^n D_{S\cup\{p\}} .
\]

List \(S\cup\{p\}\) as \(t_0<\dots<t_N\), and let \(i\) be the slot with \(t_i=p\). The labels below \(p\) are exactly \(t_0,\dots,t_{i-1}\), and all of them lie in \(S\), so \(i=n\). Deleting \(t_i\) leaves the elements of \(S\) in increasing order, which is the list \(s_0,\dots,s_{N-1}\). The left side of the claim therefore arises from \(D_{S\cup\{p\}}\) by moving column \(i\) to the front. That takes \(i\) exchanges of neighbouring columns, each with a factor \(-1\), and gives \((-1)^i=(-1)^n\).

The excluded case \(p\in S\) is treated first below, followed by two consequences of the claim.

**An occupied orbital.** If \(p\in S\), the column of \(b_p\) appears twice and the determinant is zero.

**The new orbital in last place.** Let \(m\) be the number of elements of \(S\) above \(p\), so that \(n+m=N\). Moving the last of \(N+1\) columns to the front gives \((-1)^N\), hence

\[
(-1)^nD_{S\cup\{p\}}=(-1)^{n+m}D[b_{s_0},\dots,b_{s_{N-1}},b_p].
\]

Multiplying by \((-1)^{n+m}\) yields \(D[b_{s_0},\dots,b_{s_{N-1}},b_p]=(-1)^mD_{S\cup\{p\}}\).

**Expansion over the particle in \(b_p\).** Let \(x^{(i)}\) be the list \(x\) with \(x_i\) removed. Laplace expansion along the first column gives

\[
D[b_p,b_{s_0},\dots,b_{s_{N-1}}](x)=\sum_{i=0}^{N}(-1)^i\,b_p(x_i)\,D_S(x^{(i)}).
\]

Replacing the left side by \((-1)^nD_{S\cup\{p\}}(x)\) and multiplying by \((-1)^n\),

\[
D_{S\cup\{p\}}(x)=(-1)^n\sum_{i=0}^{N}(-1)^i\,b_p(x_i)\,D_S(x^{(i)}).
\]

These determinants are unnormalised. For complex orbitals, the functions \(\Psi_S=D_S/\sqrt{N!}\), which are normalised when the orbitals are orthonormal, obey the same sign rules, since both sides carry the factor \(1/\sqrt{(N+1)!}\). The expansion acquires a prefactor:

\[
\Psi_{S\cup\{p\}}(x)=\frac{(-1)^n}{\sqrt{N+1}}\sum_{i=0}^{N}(-1)^i\,b_p(x_i)\,\Psi_S(x^{(i)}).
\]

In second quantisation with finitely many orthonormal orbitals, let \(|S\rangle\) be the state with wavefunction \(\Psi_S\). For \(p\notin S\), \((-1)^n\) is the phase in \(a_p^\dagger|S\rangle=(-1)^n|S\cup\{p\}\rangle\), under the convention that creation puts the new orbital first. The development below treats this phase as an identity between determinants and defines neither a Fock space nor operators on it.

## Orbitals and ordered determinants in Lean

The type `X` holds the coordinates of one particle, which may include spin, and the orbitals take values in a commutative ring `R`; for ordinary wavefunctions `R` is \(\mathbb C\). Orthonormality and linear independence are not assumed.

```lean
import Mathlib

namespace SlaterCreationSign

variable {R X : Type*} [CommRing R] {M N : ℕ}
```

The function `slater` is \(D[\varphi_0,\dots,\varphi_{N-1}](x)\). Its argument `φ` is a sequence, so the order of the columns is part of the data.

```lean
/-- The unnormalised Slater determinant `det (φ_j(x_i))` of a sequence of orbitals `φ`
at the particle coordinates `x`. -/
def slater (φ : Fin N → X → R) (x : Fin N → X) : R :=
  Matrix.det (Matrix.of fun i j => φ j (x i))
```

For a set of labels, the order has to be supplied. Given a proof `h` that \(S\) has \(N\) elements, `S.orderEmbOfFin h` is the increasing list \(s_0,\dots,s_{N-1}\), and `orderedSlater` is \(D_S\). The order is that of the labels in `Fin M`; no orbital energies enter.

```lean
/-- The Slater determinant of the orbitals `b_k`, `k ∈ S`, taken in increasing order. -/
def orderedSlater (b : Fin M → X → R) (S : Finset (Fin M)) (h : S.card = N)
    (x : Fin N → X) : R :=
  slater (fun j => b (S.orderEmbOfFin h j)) x
```

The next two definitions are the counts \(n\) and \(m\).

```lean
/-- The number of occupied orbitals below `p`. -/
def numBelow (S : Finset (Fin M)) (p : Fin M) : ℕ := (S.filter (fun q => q < p)).card

/-- The number of occupied orbitals above `p`. -/
def numAbove (S : Finset (Fin M)) (p : Fin M) : ℕ := (S.filter (fun q => p < q)).card
```

Adding an empty orbital turns an \(N\)-particle determinant into an \((N+1)\)-particle one. This lemma supplies the size that `orderedSlater` needs for the enlarged set.

```lean
/-- Occupying an empty orbital raises the particle number by one. -/
theorem card_insert_orbital {S : Finset (Fin M)} {p : Fin M} (hp : p ∉ S)
    (h : S.card = N) : (insert p S).card = N + 1 := by
  rw [Finset.card_insert_of_notMem hp, h]
```

## Moving a column and locating its slot

For a sequence `g` of \(N+1\) orbitals, `Fin.cons` puts \(g_i\) in front, and `i.succAbove` runs through the remaining slots in order, skipping \(i\). The hand derivation used \(i\) neighbouring exchanges; the proof performs them at once as a cyclic permutation of columns. The step `hm` identifies the new matrix as the permuted old one, `Matrix.det_permute'` brings out the sign of the permutation, and `Fin.sign_cycleRange` evaluates it as \((-1)^i\).

```lean
/-- Pulling the orbital in slot `i` to the front, with the others kept in order,
multiplies a Slater determinant by `(-1)^i` (slots are counted from zero). -/
theorem slater_pull_front (g : Fin (N + 1) → X → R) (i : Fin (N + 1))
    (x : Fin (N + 1) → X) :
    slater (Fin.cons (g i) (fun j => g (i.succAbove j)) : Fin (N + 1) → X → R) x
      = (-1) ^ (i : ℕ) * slater g x := by
  -- the new matrix arises from the old one by a cyclic permutation of columns
  have hm : (Matrix.of fun a j =>
      (Fin.cons (g i) (fun j => g (i.succAbove j)) : Fin (N + 1) → X → R) j (x a))
      = (Matrix.of fun a j => g j (x a)).submatrix id i.cycleRange.symm := by
    ext a j
    refine Fin.cases ?_ (fun k => ?_) j
    · simp [Fin.cycleRange_symm_zero]
    · simp [Fin.cycleRange_symm_succ]
  unfold slater
  rw [hm, Matrix.det_permute', Equiv.Perm.sign_symm, Fin.sign_cycleRange]
  simp
```

The following lemma is the statement \(i=n\). Here `N` denotes the size of the enlarged set. The step `hset` shows that the elements of \(S\) below \(p\) are exactly the entries in the slots before \(i\). One inclusion finds the slot of a given label and compares positions; the other uses that an entry strictly below \(p\) differs from \(p\) and so belongs to \(S\). Since the list has no repetitions, counting those entries gives \(i\).

```lean
/-- In the increasing list of `S` together with `p`, the slot of `p` is the number of
elements of `S` below `p`. -/
theorem slot_eq_numBelow {S : Finset (Fin M)} {p : Fin M} (h : (insert p S).card = N)
    (i : Fin N) (hi : (insert p S).orderEmbOfFin h i = p) : (i : ℕ) = numBelow S p := by
  -- the orbitals below `p` are exactly those in the slots before `i`
  have hset : S.filter (fun q => q < p)
      = (Finset.Iio i).image ((insert p S).orderEmbOfFin h) := by
    ext q
    simp only [Finset.mem_filter, Finset.mem_image, Finset.mem_Iio]
    constructor
    · rintro ⟨hq, hlt⟩
      have hr : q ∈ Set.range ((insert p S).orderEmbOfFin h) := by
        rw [Finset.range_orderEmbOfFin]
        simp [hq]
      obtain ⟨j, hj⟩ := hr
      refine ⟨j, ?_, hj⟩
      apply ((insert p S).orderEmbOfFin h).lt_iff_lt.mp
      rw [hi, hj]
      exact hlt
    · rintro ⟨j, hj, hq⟩
      have hlt := ((insert p S).orderEmbOfFin h).lt_iff_lt.mpr hj
      rw [hi, hq] at hlt
      have hmem := Finset.orderEmbOfFin_mem (insert p S) h j
      rw [hq] at hmem
      exact ⟨(Finset.mem_insert.mp hmem).resolve_left hlt.ne, hlt⟩
  unfold numBelow
  rw [hset, Finset.card_image_of_injective _ ((insert p S).orderEmbOfFin h).injective,
    Fin.card_Iio]
```

## The sign rule for an empty orbital

The main theorem says: for any orbitals `b`, any set \(S\) of \(N\) labels, any \(p\) outside \(S\) and any coordinates of \(N+1\) particles, the determinant with \(b_p\) first and \(S\) in increasing order equals \((-1)^n\) times the ordered determinant of \(S\cup\{p\}\). The case \(N=0\) is included: both sides are then \(b_p(x_0)\).

The proof first obtains the slot `i` of \(p\). The step `hS` shows that deleting this slot leaves the list of \(S\): the remaining entries lie in \(S\) because none of them is \(p\), they are still strictly increasing, and `Finset.orderEmbOfFin_unique` says that only one such list exists. Then `slater_pull_front` gives the factor \((-1)^i\), and `slot_eq_numBelow` replaces \(i\) by \(n\).

```lean
/-- For `p` outside `S`, the determinant with `b_p` first and then `S` in increasing order is
`(-1)^n` times the increasingly ordered determinant of `S` with `p`, where `n` is the number
of elements of `S` below `p`. -/
theorem slater_create_first (b : Fin M → X → R) {S : Finset (Fin M)} {p : Fin M}
    (hp : p ∉ S) (h : S.card = N) (x : Fin (N + 1) → X) :
    slater (Fin.cons (b p) (fun j => b (S.orderEmbOfFin h j)) : Fin (N + 1) → X → R) x
      = (-1) ^ numBelow S p * orderedSlater b (insert p S) (card_insert_orbital hp h) x := by
  have h' := card_insert_orbital hp h
  obtain ⟨i, hi⟩ : ∃ i, (insert p S).orderEmbOfFin h' i = p := by
    have hr : p ∈ Set.range ((insert p S).orderEmbOfFin h') := by
      rw [Finset.range_orderEmbOfFin]
      simp
    exact hr
  -- deleting the slot of `p` leaves the increasing list of `S`
  have hS : (fun j => (insert p S).orderEmbOfFin h' (i.succAbove j))
      = S.orderEmbOfFin h := by
    apply Finset.orderEmbOfFin_unique h
    · intro j
      exact (Finset.mem_insert.mp (Finset.orderEmbOfFin_mem _ h' _)).resolve_left
        (fun hq => Fin.succAbove_ne i j
          (((insert p S).orderEmbOfFin h').injective (hq.trans hi.symm)))
    · exact ((insert p S).orderEmbOfFin h').strictMono.comp (Fin.strictMono_succAbove i)
  have hS' : ∀ j, (insert p S).orderEmbOfFin h' (i.succAbove j) = S.orderEmbOfFin h j :=
    fun j => congrFun hS j
  have key := slater_pull_front (fun j => b ((insert p S).orderEmbOfFin h' j)) i x
  rw [slot_eq_numBelow h' i hi] at key
  simp only [hi, hS'] at key
  exact key
```

## Occupied orbitals and the opposite convention

When \(p\) is already in \(S\), the proof finds the slot `j` that holds it. Column 0 and column \(j+1\) of the new matrix then coincide, so the determinant vanishes. This is the Pauli principle at the level of determinants.

```lean
/-- If `p` is already occupied in `S`, the determinant with `b_p` placed in front of the
orbitals of `S` vanishes. -/
theorem slater_create_occupied (b : Fin M → X → R) {S : Finset (Fin M)} {p : Fin M}
    (hp : p ∈ S) (h : S.card = N) (x : Fin (N + 1) → X) :
    slater (Fin.cons (b p) (fun j => b (S.orderEmbOfFin h j)) : Fin (N + 1) → X → R) x
      = 0 := by
  have hr : p ∈ Set.range (S.orderEmbOfFin h) := by
    rw [Finset.range_orderEmbOfFin]
    exact hp
  obtain ⟨j, hj⟩ := hr
  -- two columns coincide
  exact Matrix.det_zero_of_column_eq (Fin.succ_ne_zero j).symm (fun k => by simp [hj])
```

If the new orbital is appended with `Fin.snoc`, the sign counts the occupied labels above \(p\). The step `hN` proves \(n+m=N\) by observing that each element of \(S\) is counted exactly once. Applying `slater_pull_front` to the last slot and then the main theorem gives the equation derived by hand. The auxiliary statement `aux` solves it with \(u=(-1)^n\) and \(v=(-1)^m\), using only \(u^2=v^2=1\), so no division in `R` is required.

```lean
/-- For `p` outside `S`, the determinant with `S` in increasing order and then `b_p` last is
`(-1)^m` times the increasingly ordered determinant of `S` with `p`, where `m` is the number of
elements of `S` above `p`. -/
theorem slater_create_last (b : Fin M → X → R) {S : Finset (Fin M)} {p : Fin M}
    (hp : p ∉ S) (h : S.card = N) (x : Fin (N + 1) → X) :
    slater (Fin.snoc (fun j => b (S.orderEmbOfFin h j)) (b p) : Fin (N + 1) → X → R) x
      = (-1) ^ numAbove S p * orderedSlater b (insert p S) (card_insert_orbital hp h) x := by
  -- every occupied orbital lies either below or above `p`
  have hN : numBelow S p + numAbove S p = N := by
    rw [← h, numBelow, numAbove, Finset.card_filter, Finset.card_filter,
      ← Finset.sum_add_distrib, Finset.card_eq_sum_ones]
    refine Finset.sum_congr rfl fun q hq => ?_
    have hne : q ≠ p := fun e => hp (e ▸ hq)
    rcases lt_or_gt_of_ne hne with hlt | hlt
    · simp [hlt, hlt.le]
    · simp [hlt, hlt.le]
  have hpow : (-1 : R) ^ N = (-1) ^ numBelow S p * (-1) ^ numAbove S p := by
    rw [← pow_add, hN]
  have hsq : ∀ k : ℕ, (-1 : R) ^ k * (-1) ^ k = 1 := fun k => by
    rw [← mul_pow]
    simp
  have aux : ∀ u v D L : R, u * u = 1 → v * v = 1 → u * D = u * v * L → L = v * D := by
    intro u v D L hu hv e
    linear_combination (-(u * v)) * e + (v * D - v * v * L) * hu - L * hv
  -- move the last orbital to the front and use the main theorem
  have pull := slater_pull_front
    (Fin.snoc (fun j => b (S.orderEmbOfFin h j)) (b p) : Fin (N + 1) → X → R) (Fin.last N) x
  simp only [Fin.snoc_last, Fin.succAbove_last, Fin.snoc_castSucc, Fin.val_last] at pull
  rw [slater_create_first b hp h x, hpow] at pull
  exact aux _ _ _ _ (hsq _) (hsq _) pull
```

## Expansion over the particle in the new orbital

The last theorem writes the ordered \((N+1)\)-particle determinant in terms of \(N\)-particle determinants of \(S\). In the sum, `i` labels the particle placed in \(b_p\), and `fun j => x (i.succAbove j)` is \(x^{(i)}\). The step `hexp` is the Laplace expansion along column 0; the minors that it produces are the ordered determinants of \(S\) by definition. The final rewriting inserts the main theorem and uses \((-1)^n(-1)^n=1\).

```lean
/-- For `p` outside `S`, the ordered determinant of `S` with `p` is `(-1)^n` times the sum over the
particles `i` of `(-1)^i b_p(x_i)` times the ordered determinant of `S` at the remaining
coordinates, where `n` is the number of elements of `S` below `p`. -/
theorem orderedSlater_insert_expand (b : Fin M → X → R) {S : Finset (Fin M)} {p : Fin M}
    (hp : p ∉ S) (h : S.card = N) (x : Fin (N + 1) → X) :
    orderedSlater b (insert p S) (card_insert_orbital hp h) x
      = (-1) ^ numBelow S p * ∑ i : Fin (N + 1), (-1) ^ (i : ℕ) * b p (x i)
          * orderedSlater b S h (fun j => x (i.succAbove j)) := by
  -- Laplace expansion along the column of `b_p`
  have hexp : slater
      (Fin.cons (b p) (fun j => b (S.orderEmbOfFin h j)) : Fin (N + 1) → X → R) x
      = ∑ i : Fin (N + 1), (-1) ^ (i : ℕ) * b p (x i)
          * orderedSlater b S h (fun j => x (i.succAbove j)) := by
    unfold slater
    rw [Matrix.det_succ_column_zero]
    exact Finset.sum_congr rfl fun i _ => rfl
  rw [← hexp, slater_create_first b hp h x, ← mul_assoc, ← mul_pow]
  simp

end SlaterCreationSign
```

```lean
#print axioms SlaterCreationSign.slater_create_first
#print axioms SlaterCreationSign.slater_create_occupied
#print axioms SlaterCreationSign.slater_create_last
#print axioms SlaterCreationSign.orderedSlater_insert_expand
```

```
'SlaterCreationSign.slater_create_first' depends on axioms: [propext, Classical.choice, Quot.sound]
'SlaterCreationSign.slater_create_occupied' depends on axioms: [propext, Classical.choice, Quot.sound]
'SlaterCreationSign.slater_create_last' depends on axioms: [propext, Classical.choice, Quot.sound]
'SlaterCreationSign.orderedSlater_insert_expand' depends on axioms: [propext, Classical.choice, Quot.sound]
```
